# A distance criterion for screening Gaussian overlaps on a line, with a linear bound on the pairs kept along a chain

Q: You call an overlap negligible when it is small relative to the overlap of the same two Gaussians on a common centre, not when it is below some fixed number. Doesn't that choice decide the answer before any physics has entered?

A: It decides what the threshold means. Take two s-type Gaussians on a line, exp(−a(x−A)²) and exp(−b(x−B)²), with exponents a, b > 0 and centres A, B. Call their overlap integral S(A,B). For a threshold d with 0 < d ≤ 1, the pair is negligible when

S(A,B) < d · S(C,C),

where C is any common centre. The claim is that this happens exactly when |A−B| exceeds a radius fixed by a, b and d. A relative threshold has the advantage that normalisation constants cancel from both sides.

Q: Then what would I see with normalised functions?

A: The normalised functions carry the factors (2a/π)^(1/4) and (2b/π)^(1/4). Their coincident overlap is

sqrt(2·sqrt(ab)/(a+b)),

which is 1 when a = b and less than 1 otherwise. An absolute cutoff t on the normalised overlap is therefore the relative threshold d = t divided by this number. The file works with unnormalised functions throughout.

```lean
import Mathlib

open MeasureTheory

namespace GaussianOverlapScreening

noncomputable section
```

Q: Is the overlap in the file really an integral, or has someone typed in the answer and called it one?

A: It is the integral over the whole real line. All the quantities are real numbers without units; physically, a and b are inverse squared lengths, and A and B are positions.

```lean
/-- Overlap integral of two unnormalised s-type Gaussians on a line, with exponents `a`, `b`
and centres `A`, `B`. -/
def overlap (a b A B : ℝ) : ℝ :=
  ∫ x : ℝ, Real.exp (-a * (x - A) ^ 2 - b * (x - B) ^ 2)
```

Q: Lean's integral returns 0 when a function isn't integrable. Could "below threshold" be true for that reason?

A: No. The coincident overlap is proved to be positive further down, and every other overlap is proved to be a positive multiple of it. Two more definitions come first. The prefactor is

K = exp(−ab(A−B)²/(a+b)),

and it carries all the dependence on the separation.

```lean
/-- The exponential prefactor of a Gaussian pair, for exponents with `a + b ≠ 0`. -/
def prefactor (a b A B : ℝ) : ℝ :=
  Real.exp (-(a * b / (a + b)) * (A - B) ^ 2)
```

The screening radius is

R = sqrt((a+b) ln(1/d)/(ab)).

`Real.log` is the natural logarithm. The definition only gives R a name; that it marks the boundary between kept and discarded pairs is a theorem.

```lean
/-- The screening radius of a Gaussian pair at threshold `d`, for exponents `a, b > 0` and
`0 < d ≤ 1`. -/
def screeningRadius (a b d : ℝ) : ℝ :=
  Real.sqrt ((a + b) * Real.log (1 / d) / (a * b))
```

Q: Show me where K comes from, without skipping the algebra.

A: Expand the exponent, apart from its overall sign:

a(x−A)² + b(x−B)² = (a+b)x² − 2(aA+bB)x + aA² + bB².

Put P = (aA+bB)/(a+b) and complete the square:

a(x−A)² + b(x−B)² = (a+b)(x−P)² + aA² + bB² − (aA+bB)²/(a+b).

Over the common denominator a+b, the numerator of the constant part is

(a+b)(aA²+bB²) − (aA+bB)² = abA² + abB² − 2abAB = ab(A−B)².

So the product of the two Gaussians is K times a single Gaussian of exponent a+b centred at P. The theorem states this for every x. In its proof, `Real.exp_add` merges the two exponentials on the right, `congr 1` reduces the claim to equality of the exponents, and `field_simp` and `ring` do the algebra above.

```lean
/-- Gaussian product rule: for positive exponents, the product of two Gaussians is the prefactor
times one Gaussian at the exponent-weighted mean of the centres. -/
theorem gaussian_product {a b : ℝ} (ha : 0 < a) (hb : 0 < b) (A B x : ℝ) :
    Real.exp (-a * (x - A) ^ 2 - b * (x - B) ^ 2) =
      prefactor a b A B *
        Real.exp (-(a + b) * (x - (a * A + b * B) / (a + b)) ^ 2) := by
  have hs : a + b ≠ 0 := by positivity
  unfold prefactor
  rw [← Real.exp_add]
  congr 1
  field_simp
  ring
```

Q: Now integrate it.

A: K doesn't depend on x, so it comes out of the integral. Substituting u = x − P removes the centre:

S(A,B) = K ∫ exp(−(a+b)(x−P)²) dx = K ∫ exp(−(a+b)u²) du = K · sqrt(π/(a+b)).

When the centres coincide, K = 1, and what remains is the positive number sqrt(π/(a+b)). The next theorem records that positivity. Its proof shifts the common centre C to the origin with `integral_sub_right_eq_self`, then uses Mathlib's value for the Gaussian integral, `integral_gaussian`.

```lean
/-- For positive exponents, two Gaussians on a common centre have a positive overlap. -/
theorem overlap_self_pos {a b : ℝ} (ha : 0 < a) (hb : 0 < b) (C : ℝ) :
    0 < overlap a b C C := by
  have h : overlap a b C C = ∫ x : ℝ, Real.exp (-(a + b) * x ^ 2) := by
    refine Eq.trans ?_
      (integral_sub_right_eq_self (fun x : ℝ => Real.exp (-(a + b) * x ^ 2)) C)
    refine integral_congr_ae (Filter.Eventually.of_forall fun x => ?_)
    show Real.exp (-a * (x - C) ^ 2 - b * (x - C) ^ 2) = Real.exp (-(a + b) * (x - C) ^ 2)
    congr 1
    ring
  rw [h, integral_gaussian]
  have := Real.pi_pos
  positivity
```

Q: The closed form you just wrote isn't in that statement.

A: Correct. The value sqrt(π/(a+b)) is used inside the proof, while the statement says only that the coincident overlap is positive. The screening criterion needs the ratio of two overlaps, and the following theorem supplies it:

S(A,B) = K · S(C,C).

The auxiliary claim `key` is the integration above, for arbitrary centres: rewrite the integrand by the product rule, take out the constant, shift the variable. It is applied once to the centres A, B and once to C, C, where the prefactor is 1.

```lean
/-- For positive exponents, separating the centres multiplies the coincident-centre overlap
by the prefactor. -/
theorem overlap_eq_prefactor_mul {a b : ℝ} (ha : 0 < a) (hb : 0 < b) (A B C : ℝ) :
    overlap a b A B = prefactor a b A B * overlap a b C C := by
  -- the product Gaussian can be shifted to the origin without changing its integral
  have key : ∀ A B : ℝ, overlap a b A B =
      prefactor a b A B * ∫ x : ℝ, Real.exp (-(a + b) * x ^ 2) := by
    intro A B
    unfold overlap
    simp_rw [gaussian_product ha hb]
    rw [integral_const_mul]
    congr 1
    exact integral_sub_right_eq_self (fun x : ℝ => Real.exp (-(a + b) * x ^ 2)) _
  have hC : prefactor a b C C = 1 := by simp [prefactor]
  rw [key A B, key C C, hC, one_mul]
```

Q: So far there's no radius. How does a smallness condition become a distance condition?

A: By taking logarithms. The logarithm is increasing and d > 0, so K < d means

−ab(A−B)²/(a+b) < ln d.

Multiplying by −(a+b)/(ab), which is negative, reverses the inequality:

(A−B)² > (a+b) ln(1/d)/(ab).

The right-hand side is R². Since d ≤ 1, it isn't negative, and taking square roots gives |A−B| > R. Every step can be reversed.

Q: What goes wrong for d > 1?

A: Then every pair is below threshold, even at zero separation, because K never exceeds 1. There is no boundary for a radius to describe. At d = 1 the radius is 0, and the criterion correctly says that any actual separation lowers the overlap.

In the proof, `Real.lt_log_iff_exp_lt` takes the logarithm. On the other side, `Real.sqrt_sq_eq_abs` writes |A−B| as the square root of (A−B)², so that `Real.sqrt_lt_sqrt_iff` can compare what stands under the two roots; `hnn` supplies the required sign. The denominators are then cleared, and `linarith` closes both directions.

```lean
/-- For positive exponents and a threshold `0 < d ≤ 1`, the prefactor is below `d` exactly when
the distance between the centres exceeds the screening radius. -/
theorem prefactor_lt_iff {a b d : ℝ} (ha : 0 < a) (hb : 0 < b) (hd : 0 < d) (hd1 : d ≤ 1)
    (A B : ℝ) : prefactor a b A B < d ↔ screeningRadius a b d < |A - B| := by
  have hs : 0 < a + b := by positivity
  have hab : 0 < a * b := by positivity
  have hl : Real.log d ≤ 0 := Real.log_nonpos hd.le hd1
  have hinv : Real.log (1 / d) = -Real.log d := by rw [one_div, Real.log_inv]
  have hnn : 0 ≤ (a + b) * -Real.log d / (a * b) :=
    div_nonneg (mul_nonneg hs.le (by linarith)) hab.le
  have e : -(a * b / (a + b)) * (A - B) ^ 2 = -(a * b * (A - B) ^ 2) / (a + b) := by ring
  unfold prefactor screeningRadius
  -- take the logarithm on the left and square the distance on the right
  rw [← Real.lt_log_iff_exp_lt hd, hinv, ← Real.sqrt_sq_eq_abs, Real.sqrt_lt_sqrt_iff hnn,
    e, div_lt_iff₀ hs, div_lt_iff₀ hab]
  constructor <;> intro h <;> linarith
```

Q: That's a statement about an exponential. I care about the integral.

A: The next theorem is about the integral. Replace S(A,B) by K · S(C,C), and the condition S(A,B) < d · S(C,C) becomes K · S(C,C) < d · S(C,C). Dividing by the positive number S(C,C) leaves K < d, which is the case just settled. The two halves of the last line of the proof are this division and the multiplication that undoes it.

The inequality is strict on both sides, so a pair exactly at distance R is not below threshold and counts as kept.

```lean
/-- Distance screening of the integral: for positive exponents and `0 < d ≤ 1`, the overlap is
below `d` times its coincident-centre value exactly when the distance between the centres exceeds
the screening radius. -/
theorem overlap_lt_iff {a b d : ℝ} (ha : 0 < a) (hb : 0 < b) (hd : 0 < d) (hd1 : d ≤ 1)
    (A B C : ℝ) :
    overlap a b A B < d * overlap a b C C ↔ screeningRadius a b d < |A - B| := by
  have hpos := overlap_self_pos ha hb C
  rw [overlap_eq_prefactor_mul ha hb A B C, ← prefactor_lt_iff ha hb hd hd1]
  exact ⟨fun h => lt_of_mul_lt_mul_right h hpos.le, fun h => mul_lt_mul_of_pos_right h hpos⟩
```

Q: If I tighten the threshold a great deal, does the radius run away?

A: It grows slowly. For a natural number k,

ln(1/d^k) = k ln(1/d),

and therefore

R(d^k) = sqrt(k) · R(d).

Going from 10⁻⁵ to 10⁻¹⁰ is the case k = 2 and lengthens the radius by a factor of about 1.41. For k = 0 the threshold is 1 and both sides vanish. The proof moves sqrt(k) under the root and applies the logarithm rules for inverses and powers.

```lean
/-- Raising the threshold to the `k`-th power multiplies the screening radius by the square root
of `k`. -/
theorem screeningRadius_pow (a b d : ℝ) (k : ℕ) :
    screeningRadius a b (d ^ k) = Real.sqrt k * screeningRadius a b d := by
  unfold screeningRadius
  rw [← Real.sqrt_mul (Nat.cast_nonneg k)]
  congr 1
  rw [one_div, one_div, Real.log_inv, Real.log_inv, Real.log_pow]
  ring
```

Q: A radius for one pair is not yet a cost. Where do the many functions come in?

A: Through a model system. Put N sites at positions 0, h, 2h, …, (N−1)h, with spacing h > 0. Each site carries one Gaussian of exponent a and one of exponent b. The pair (i, j) means the a-function on site i with the b-function on site j, where i and j run from 0 to N−1. There are N² such pairs, and a pair is kept when

S(hi, hj) ≥ d · S(0,0).

In Lean, `p.1` is i and `p.2` is j. The selection tests the overlap integral itself, so the distance cutoff has to be derived.

```lean
open Classical in
/-- Pairs of sites `(i, j)` on a chain of `N` sites with spacing `h` for which the overlap of the
Gaussian `a` on site `i` with the Gaussian `b` on site `j` is at least `d` times the
coincident-centre overlap. -/
def keptPairs (a b d h : ℝ) (N : ℕ) : Finset (ℕ × ℕ) :=
  (Finset.range N ×ˢ Finset.range N).filter fun p =>
    d * overlap a b 0 0 ≤ overlap a b (h * p.1) (h * p.2)
```

Q: Pairs of two a-functions are missing from that count.

A: They are covered by the case a = b, which the theorems allow. There is then one kind of function, and (i, j) and (j, i) are counted separately although their overlaps are equal.

Q: And the bound?

A: By the criterion, a kept pair satisfies h|i−j| ≤ R, so |i−j| ≤ R/h. Since |i−j| is a whole number, it is at most

m = ⌊R/h⌋.

For a given i, the difference j−i lies between −m and m, which leaves at most 2m+1 choices of j. Hence

number of kept pairs ≤ N(2m+1).

With a, b, d and h held fixed, m doesn't depend on N, and the bound is linear in N. For a = b = 1, h = 1 and d = 10⁻¹⁰, the radius is about 6.79 and m = 6. A chain of 1000 sites then keeps at most 13,000 of its 1,000,000 pairs.

Q: On a short chain 2m+1 could exceed N.

A: Then the bound is still true but weaker than the trivial N². It also holds for the empty chain, where both sides are 0, and for a single site, which keeps its one pair.

The proof turns this count into an injective map. It sends (i, j) to (i, j−i), and the target is the set of all sites combined with the integers from −m to m. The first bullet shows that kept pairs land there: `overlap_lt_iff`, read in the contrapositive, gives the distance bound `hr`, and `Nat.le_floor` converts it into the whole-number bound `hsep`. The second bullet shows that i and j−i together determine the pair. The target has N(2m+1) elements, so there can't be more kept pairs than that.

```lean
/-- Linear bound on the kept pairs: for positive exponents and spacing and `0 < d ≤ 1`, the number
of kept pairs on a chain of `N` sites is at most `N` times a constant fixed by the ratio of
screening radius to spacing. -/
theorem card_keptPairs_le {a b d h : ℝ} (ha : 0 < a) (hb : 0 < b) (hd : 0 < d) (hd1 : d ≤ 1)
    (hh : 0 < h) (N : ℕ) :
    (keptPairs a b d h N).card ≤ N * (2 * ⌊screeningRadius a b d / h⌋₊ + 1) := by
  set m : ℕ := ⌊screeningRadius a b d / h⌋₊ with hm
  -- label a pair by its first site and the signed separation of the two sites
  have hcard : (keptPairs a b d h N).card ≤
      (Finset.range N ×ˢ Finset.Icc (-(m : ℤ)) (m : ℤ)).card := by
    apply Finset.card_le_card_of_injOn (fun p : ℕ × ℕ => (p.1, (p.2 : ℤ) - (p.1 : ℤ)))
    · intro p hp
      have hp' : p ∈ keptPairs a b d h N := hp
      unfold keptPairs at hp'
      rw [Finset.mem_filter, Finset.mem_product] at hp'
      obtain ⟨⟨h1, _⟩, hk⟩ := hp'
      -- a kept pair lies within the screening radius
      have hr : |h * (p.1 : ℝ) - h * (p.2 : ℝ)| ≤ screeningRadius a b d :=
        not_lt.mp fun hlt => not_lt_of_ge hk ((overlap_lt_iff ha hb hd hd1 _ _ 0).mpr hlt)
      have e : h * (p.1 : ℝ) - h * (p.2 : ℝ) = -(((p.2 : ℝ) - (p.1 : ℝ)) * h) := by ring
      rw [e, abs_neg, abs_mul, abs_of_pos hh] at hr
      have hsep : ((p.2 : ℤ) - (p.1 : ℤ)).natAbs ≤ m := by
        rw [hm]
        apply Nat.le_floor
        rw [Nat.cast_natAbs, le_div_iff₀ hh]
        push_cast
        exact hr
      show (p.1, (p.2 : ℤ) - (p.1 : ℤ)) ∈
        Finset.range N ×ˢ Finset.Icc (-(m : ℤ)) (m : ℤ)
      rw [Finset.mem_product, Finset.mem_Icc]
      exact ⟨h1, by dsimp only; omega, by dsimp only; omega⟩
    · intro p _ q _ hpq
      simp only [Prod.mk.injEq] at hpq
      obtain ⟨h1, h2⟩ := hpq
      exact Prod.ext h1 (by omega)
  have hI : (Finset.Icc (-(m : ℤ)) (m : ℤ)).card = 2 * m + 1 := by
    rw [Int.card_Icc]
    omega
  rwa [Finset.card_product, Finset.card_range, hI] at hcard

end

end GaussianOverlapScreening
```

```lean
#print axioms GaussianOverlapScreening.screeningRadius_pow
#print axioms GaussianOverlapScreening.card_keptPairs_le
```

```
'GaussianOverlapScreening.screeningRadius_pow' depends on axioms: [propext, Classical.choice, Quot.sound]
'GaussianOverlapScreening.card_keptPairs_le' depends on axioms: [propext, Classical.choice, Quot.sound]
```

Q: Does this also bound a running time?

A: No, the theorem bounds the number of pairs that survive. A program that evaluates all N² overlaps and then discards most of them still does quadratic work. One way to avoid this is to find the neighbours of each site from the geometry, and the radius tells the program how far to look.

Q: Then how much of electronic structure does this capture?

A: It bears on the cost of overlap matrices in Gaussian basis sets: for single s-type functions on a uniform one-dimensional chain, the number of significant elements grows at most linearly with the length of the chain. Three-dimensional arrangements, higher angular momentum, contracted functions and two-electron integrals are not treated. Nor is the combined effect of the discarded elements on an energy, since d controls each pair separately.

Q: So my doubt should be aimed at the model and not at the criterion.

A: Yes. For two Gaussians on a line, the criterion is an equivalence about the actual integral, with no approximation in it. Whether a given d is small enough for a particular calculation is a separate question, and it depends on what is computed from the overlaps afterwards.
